# Strict increase of 1/x² − (cot x)/x on (0, π/2]

The declaration `gap_strictMonoOn` states that (sin x − x cos x)/(x² sin x), which equals 1/x² − (cot x)/x, increases strictly for real x with 0 < x ≤ π/2. The statement involves no physical model: x is a plain real number, and no physical quantity is attached to it or to the function. The proof computes the derivative by the quotient rule and shows that it is positive inside the interval. For the derivative's numerator it relies on `numerator_pos`, which gives x² + x sin x cos x − 2 sin² x > 0, and the last step has to match y times this inequality with the numerator as the quotient rule leaves it.

An attempt in Lean 4 with a fault in it:

```lean
import Mathlib

open Real Set

namespace WaferSurfaceLifetime

noncomputable section

/-- The difference `1/x² - 1/(x tan x)` written as one fraction; the domain is
`0 < x < π`, with the value at `π/2` given by the fraction. -/
def gap (x : ℝ) : ℝ := (sin x - x * cos x) / (x ^ 2 * sin x)

private lemma pos_of_deriv_pos {f f' : ℝ → ℝ} (h0 : f 0 = 0)
    (hd : ∀ y, HasDerivAt f (f' y) y) (hp : ∀ y, 0 < y → y < π / 2 → 0 < f' y)
    {x : ℝ} (hx : 0 < x) (hx2 : x ≤ π / 2) : 0 < f x := by
  have hm : StrictMonoOn f (Icc 0 (π / 2)) :=
    strictMonoOn_of_deriv_pos (convex_Icc _ _)
      (fun y _ => (hd y).continuousAt.continuousWithinAt) (fun y hy => by
        rw [interior_Icc] at hy
        rw [(hd y).deriv]
        exact hp y hy.1 hy.2)
  have h := hm ⟨le_rfl, by positivity⟩ ⟨hx.le, hx2⟩ hx
  rwa [h0] at h

private lemma sin_sub_pos {x : ℝ} (hx : 0 < x) (hx2 : x ≤ π / 2) :
    0 < sin x - x * cos x := by
  have hd : ∀ y, HasDerivAt (fun y => sin y - y * cos y) (y * sin y) y := fun y =>
    ((hasDerivAt_sin y).fun_sub
      ((hasDerivAt_id' y).fun_mul (hasDerivAt_cos y))).congr_deriv (by ring)
  have h := pos_of_deriv_pos (by simp) hd (fun y h1 h2 =>
    mul_pos h1 (sin_pos_of_pos_of_lt_pi h1 (by linarith))) hx hx2
  exact h

private lemma numerator_pos {x : ℝ} (hx : 0 < x) (hx2 : x ≤ π / 2) :
    0 < x * x + x * (sin x * cos x) - 2 * (sin x * sin x) := by
  have hm : ∀ y, HasDerivAt
      (fun y => 2 * y - 3 * (sin y * cos y) + y * (cos y * cos y - sin y * sin y))
      (4 * sin y * (sin y - y * cos y)) y := fun y => by
    have hi := hasDerivAt_id' y
    have hs := hasDerivAt_sin y
    have hc := hasDerivAt_cos y
    exact (((hi.const_mul 2).fun_sub ((hs.fun_mul hc).const_mul 3)).fun_add
      (hi.fun_mul ((hc.fun_mul hc).fun_sub (hs.fun_mul hs)))).congr_deriv
      (by linear_combination (-2) * sin_sq_add_cos_sq y)
  have hk : ∀ y, HasDerivAt
      (fun y => y * y + y * (sin y * cos y) - 2 * (sin y * sin y))
      (2 * y - 3 * (sin y * cos y) + y * (cos y * cos y - sin y * sin y)) y :=
    fun y => by
      have hi := hasDerivAt_id' y
      have hs := hasDerivAt_sin y
      exact (((hi.fun_mul hi).fun_add
        (hi.fun_mul (hs.fun_mul (hasDerivAt_cos y)))).fun_sub
        ((hs.fun_mul hs).const_mul 2)).congr_deriv (by ring)
  have hm0 : ∀ y, 0 < y → y < π / 2 →
      0 < 2 * y - 3 * (sin y * cos y) + y * (cos y * cos y - sin y * sin y) := by
    intro y h1 h2
    have h := pos_of_deriv_pos (by simp) hm (fun u u1 u2 =>
      mul_pos (mul_pos (by norm_num) (sin_pos_of_pos_of_lt_pi u1 (by linarith)))
        (sin_sub_pos u1 u2.le)) h1 h2.le
    exact h
  have h := pos_of_deriv_pos (by simp) hk hm0 hx hx2
  exact h

/-- The gap increases strictly on `(0, π/2]`. -/
theorem gap_strictMonoOn : StrictMonoOn gap (Ioc 0 (π / 2)) := by
  have hd : ∀ y ∈ Ioc 0 (π / 2), HasDerivAt gap
      ((y * sin y * (y ^ 2 * sin y) - (sin y - y * cos y) *
        (2 * y * sin y + y ^ 2 * cos y)) / (y ^ 2 * sin y) ^ 2) y := by
    intro y hy
    have hs : 0 < sin y := sin_pos_of_pos_of_lt_pi hy.1 (by linarith [hy.2, pi_pos])
    have hy0 := hy.1
    have h2 : HasDerivAt (fun y : ℝ => y ^ 2) (2 * y) y := by
      simpa using hasDerivAt_pow 2 y
    have hn : HasDerivAt (fun y => sin y - y * cos y) (y * sin y) y :=
      ((hasDerivAt_sin y).fun_sub
        ((hasDerivAt_id' y).fun_mul (hasDerivAt_cos y))).congr_deriv (by ring)
    exact hn.fun_div (h2.fun_mul (hasDerivAt_sin y)) (by positivity)
  refine strictMonoOn_of_deriv_pos (convex_Ioc _ _)
    (fun y hy => (hd y hy).continuousAt.continuousWithinAt) (fun y hy => ?_)
  rw [interior_Ioc] at hy
  have hy0 := hy.1
  have hs : 0 < sin y := sin_pos_of_pos_of_lt_pi hy.1 (by linarith [hy.2, pi_pos])
  rw [(hd y ⟨hy.1, hy.2.le⟩).deriv]
  refine div_pos ?_ (by positivity)
  have h := mul_pos hy0 (numerator_pos hy0 hy.2.le)
  -- the numerator simplifies by sin² + cos² = 1
  linear_combination h + y ^ 3 * sin_sq_add_cos_sq y

end

end WaferSurfaceLifetime
```

Compiling this gives:

```
Main.lean:87:2: error: ring failed, ring expressions not equal up to an additive constant
hd :
  ∀ y ∈ Ioc 0 (π / 2),
    HasDerivAt gap
      ((y * sin y * (y ^ 2 * sin y) - (sin y - y * cos y) * (2 * y * sin y + y ^ 2 * cos y)) / (y ^ 2 * sin y) ^ 2) y
y : ℝ
hy : y ∈ Ioo 0 (π / 2)
hy0 : 0 < y
hs : 0 < sin y
h : 0 < y * (y * y + y * (sin y * cos y) - 2 * (sin y * sin y))
⊢ y ^ 3 * 2 - y ^ 3 * sin y ^ 2 * 2 - y ^ 3 * cos y ^ 2 * 2 ≤ 0
```

Cause. The error is a wrong sign in the last line. Write s and c for sin y and cos y. The goal says that the numerator, which expands to y³s² + y³c² + y²sc − 2ys², is positive. The hypothesis `h` says the same of y³ + y²sc − 2ys². The two expressions differ by y³(s² + c² − 1), which is zero by `sin_sq_add_cos_sq y`.

`linear_combination` moves everything to the left-hand side, subtracts the given combination, and leaves the rest to `ring`, which does not know that s² + c² = 1. Since the goal has the form 0 < numerator, the numerator enters with a minus sign, and subtracting `h` leaves −y³(s² + c² − 1). Adding y³ times the identity to the combination subtracts the same term again, so the remainder doubles instead of vanishing. This is the 2y³ − 2y³s² − 2y³c² in the message, which `ring` cannot reduce to a constant.

With the minus sign of the repair the two terms cancel, the remainder is 0 ≤ 0, and the proof closes.

Fix (accepted with no message):

```diff
@@ -85,5 +85,5 @@
   have h := mul_pos hy0 (numerator_pos hy0 hy.2.le)
   -- the numerator simplifies by sin² + cos² = 1
-  linear_combination h + y ^ 3 * sin_sq_add_cos_sq y
+  linear_combination h - y ^ 3 * sin_sq_add_cos_sq y
 
 end
```
